# A number-conserving relaxation time gives Mermin's density response for finitely many transitions

To put a finite electron lifetime into the Lindhard response, one evaluates it at ω + i/τ instead of ω. By itself this substitution violates the local conservation of particle number; Mermin's formula removes that defect. Below, that formula is derived for finitely many transitions of non-interacting electrons with a single relaxation time.

## Transitions, weights and the assumed kinetic equation

Take ħ = 1 and time dependence exp(−iωt). Transition k has energy a_k and real weight w_k, where a_k w_k is the difference between initial and final occupation; at a_k = 0, w_k is minus the derivative of the occupation with respect to energy. The transitions connect plane waves that differ by one nonzero wavevector. A potential of amplitude U at this wavevector induces amplitudes f_k, and N = Σ f_k is the induced density at the same wavevector. Write

z = ω + i/τ, W = Σ w_k, X(z) = −Σ a_k w_k/(a_k − z).

```lean
import Mathlib

open Complex

namespace MerminResponse

noncomputable section

variable {ι : Type*} [Fintype ι]
```

In Lean, `ι` is the finite set of transitions, `a` and `w` are real functions on it, and `probe`, `total` and `lindhard` are z, W and X.

```lean
/-- The complex frequency `z = ω + i/τ`. -/
def probe (ω τ : ℝ) : ℂ := ω + I / τ

/-- The total weight `W` of all transitions. -/
def total (w : ι → ℝ) : ℝ := ∑ k, w k

/-- The Lindhard sum `X(z) = -∑ a w / (a - z)` over transitions of energy `a` and weight `w`. -/
def lindhard (a w : ι → ℝ) (z : ℂ) : ℂ := -∑ k, (a k : ℂ) * w k / (a k - z)
```

The kinetic equation is

(a_k − z) f_k = −a_k w_k U − i w_k N/(τW).

It says that f_k relaxes at rate 1/τ toward w_k N/W, the local equilibrium with the same density. The constant τ stands for scattering that conserves particle number, such as scattering by impurities. The equation is the hypothesis `IsRelaxed`; it is assumed, not derived from a density matrix, and the infinite sum over the electron gas is not taken.

```lean
/-- The kinetic equation in a potential `U`, with relaxation toward the local equilibrium
set by the induced density `∑ f`. -/
def IsRelaxed (a w : ι → ℝ) (ω τ : ℝ) (U : ℂ) (f : ι → ℂ) : Prop :=
  ∀ k, ((a k : ℂ) - probe ω τ) * f k =
    -((a k : ℂ) * w k * U) - I * w k * (∑ j, f j) / (τ * total w)
```

The factor that will multiply N is D = ω − iX(z)/(τW).

```lean
/-- The factor `ω - i X(z) / (τ W)` that multiplies the induced density. -/
def merminDen (a w : ι → ℝ) (ω τ : ℝ) : ℂ :=
  ω - I * lindhard a w (probe ω τ) / (τ * total w)
```

## τ > 0: no transition is hit exactly

The imaginary part of a_k − z is −1/τ, so a_k − z ≠ 0 and the kinetic equation can be divided by it. The lemma compares imaginary parts, and it is used whenever the kinetic equation is divided by a_k − z below. In the limit of infinite τ, z becomes real and can coincide with a transition energy.

```lean
/-- With a finite relaxation time, no real transition energy equals the complex frequency. -/
theorem detuning_ne_zero {τ : ℝ} (hτ : 0 < τ) (ω a : ℝ) : (a : ℂ) - probe ω τ ≠ 0 := by
  intro h
  have h2 : ((a : ℂ) - probe ω τ).im = -(1 / τ) := by simp [probe]
  rw [h, Complex.zero_im] at h2
  have := one_div_pos.2 hτ
  linarith
```

## Σ a_k w_k = 0: the potential creates no particles

Sum the kinetic equation over k:

Σ a_k f_k − zN = −U Σ a_k w_k − iN/τ.

The first term on the right vanishes by conservation. Since z − i/τ = ω,

ωN = Σ a_k f_k,

which is the continuity equation. Without the hypothesis, the right-hand side would gain the source term U Σ a_k w_k.

In the proof, `hl` and `hr` sum the two sides, `e` cancels W, and `linear_combination` collects the result.

```lean
/-- Continuity equation, when `∑ a w = 0`: `ω` times the induced density is the energy-weighted sum
of the amplitudes. -/
theorem continuity {a w : ι → ℝ} {ω τ : ℝ} {U : ℂ} {f : ι → ℂ}
    (hτ : 0 < τ) (hW : total w ≠ 0) (hcons : ∑ k, a k * w k = 0)
    (h : IsRelaxed a w ω τ U f) : (ω : ℂ) * ∑ k, f k = ∑ k, (a k : ℂ) * f k := by
  have hτ' : (τ : ℂ) ≠ 0 := by exact_mod_cast hτ.ne'
  have hW' : (total w : ℂ) ≠ 0 := by exact_mod_cast hW
  have hc : ∑ k, (a k : ℂ) * w k = 0 := by exact_mod_cast hcons
  have ht : ∑ k, (w k : ℂ) = total w := by simp [total]
  have hl : ∑ k, ((a k : ℂ) - probe ω τ) * f k
      = ∑ k, (a k : ℂ) * f k - probe ω τ * ∑ k, f k := by
    rw [Finset.mul_sum, ← Finset.sum_sub_distrib]
    exact Finset.sum_congr rfl fun k _ => by ring
  have hr : ∀ N : ℂ, ∑ k, (-((a k : ℂ) * w k * U) - I * w k * N / (τ * total w))
      = -((∑ k, (a k : ℂ) * w k) * U) - I * N / (τ * total w) * ∑ k, (w k : ℂ) := by
    intro N
    rw [Finset.sum_mul, Finset.mul_sum, ← Finset.sum_neg_distrib, ← Finset.sum_sub_distrib]
    exact Finset.sum_congr rfl fun k _ => by ring
  -- the relaxation term removes exactly the imaginary part of the frequency
  have hs := Finset.sum_congr (rfl : (Finset.univ : Finset ι) = Finset.univ) fun k _ => h k
  rw [hl, hr, hc, ht] at hs
  have e : I * (∑ k, f k) / (τ * total w) * total w = I * (∑ k, f k) / τ := by field_simp
  have hz : probe ω τ = ω + I / τ := rfl
  linear_combination -hs + e - (∑ k, f k) * hz
```

## W ≠ 0: the local equilibrium is defined

W normalises the equilibrium w_k N/W, which has no meaning if W = 0. Let S = Σ w_k/(a_k − z). Writing a_k = (a_k − z) + z in X gives

X = −W − zS.

```lean
/-- Partial fractions: `X(z) = -W - z ∑ w / (a - z)`. -/
theorem lindhard_eq (a w : ι → ℝ) {z : ℂ} (hz : ∀ k, (a k : ℂ) - z ≠ 0) :
    lindhard a w z = -(total w : ℂ) - z * ∑ k, (w k : ℂ) / (a k - z) := by
  have ht : (total w : ℂ) = ∑ k, (w k : ℂ) := by simp [total]
  have h : ∑ k, (a k : ℂ) * w k / (a k - z)
      = ∑ k, (w k : ℂ) + z * ∑ k, (w k : ℂ) / (a k - z) := by
    rw [Finset.mul_sum, ← Finset.sum_add_distrib]
    refine Finset.sum_congr rfl fun k _ => ?_
    rw [div_eq_iff (hz k), add_mul, mul_assoc z, div_mul_cancel₀ _ (hz k)]
    ring
  rw [lindhard, h, ht]
  ring
```

Dividing the kinetic equation by a_k − z and summing gives

N = UX − iNS/(τW).

`induced_sum` is this summation for an arbitrary number N in the relaxation term.

```lean
/-- The density induced by a potential `U` together with a local equilibrium of density `N`. -/
theorem induced_sum (a w : ι → ℝ) (τ : ℝ) (z U N : ℂ) :
    ∑ k, (-((a k : ℂ) * w k * U) - I * w k * N / (τ * total w)) / (a k - z)
      = U * lindhard a w z - I * N / (τ * total w) * ∑ k, (w k : ℂ) / (a k - z) := by
  rw [lindhard, mul_neg, Finset.mul_sum, Finset.mul_sum, ← Finset.sum_neg_distrib,
    ← Finset.sum_sub_distrib]
  exact Finset.sum_congr rfl fun k _ => by ring
```

Multiply by z and insert zS = −W − X:

zN = zXU + iN/τ + iNX/(τW).

Moving the last two terms to the left gives

N(ω − iX/(τW)) = zXU.

The final `linear_combination` makes the same elimination. Conservation is not used here, and W may have either sign.

```lean
/-- Mermin's relation between density and potential: `N (ω - i X / (τ W)) = z X U`. -/
theorem mermin_relation {a w : ι → ℝ} {ω τ : ℝ} {U : ℂ} {f : ι → ℂ}
    (hτ : 0 < τ) (hW : total w ≠ 0) (h : IsRelaxed a w ω τ U f) :
    (∑ k, f k) * merminDen a w ω τ = probe ω τ * lindhard a w (probe ω τ) * U := by
  have hτ' : (τ : ℂ) ≠ 0 := by exact_mod_cast hτ.ne'
  have hW' : (total w : ℂ) ≠ 0 := by exact_mod_cast hW
  have hk := fun k => detuning_ne_zero hτ ω (a k)
  have hN := induced_sum a w τ (probe ω τ) U (∑ k, f k)
  rw [← Finset.sum_congr rfl fun k _ => (eq_div_iff (hk k)).2 ((mul_comm _ _).trans (h k))] at hN
  have hX := lindhard_eq a w hk
  have e : I * (∑ k, f k) / (τ * total w) * total w = I * (∑ k, f k) / τ := by field_simp
  have hz : probe ω τ = ω + I / τ := rfl
  rw [merminDen]
  linear_combination probe ω τ * hN - I * (∑ k, f k) / (τ * total w) * hX + e
    - (∑ k, f k) * hz
```

## w_k ≥ 0 and one active transition: the density is determined

Weights are non-negative when occupation does not increase with energy. A transition is active if a_k w_k ≠ 0. Together with conservation, these conditions give D ≠ 0 at every real ω. From X = −W − zS,

WD = z(W + iS/τ) = zP, with P = Σ w_k(a_k − ω)/(a_k − z).

Its real part is

Re P = Σ w_k(a_k − ω)²/|a_k − z|².

This is positive unless all the weight sits at a_k = ω. In that case conservation gives ωW = 0, hence ω = 0, and every a_k w_k vanishes, contrary to activity. As z ≠ 0, D ≠ 0.

In the proof, `hex` finds weight away from ω, `hpos` is the positivity of Re P, and `hzero` shows that D = 0 would force zP = 0.

Each condition matters:

- **Sign.** Energies ±1 with weight 0.8 each and ±2 with weight −0.5 each, at τ = 1 and ω = 0, give X = 0 and D = 0.
- **Conservation.** A single transition with a = ω ≠ 0 and w > 0 gives D = 0 but zX ≠ 0, so no solution exists for U ≠ 0.
- **Activity.** If W > 0 but every a_k w_k is zero, the static density is undetermined.

```lean
/-- For non-negative weights with `∑ a w = 0` and at least one active transition, the factor
multiplying the density vanishes at no real frequency. -/
theorem merminDen_ne_zero {a w : ι → ℝ} {τ : ℝ} (hτ : 0 < τ) (hw : ∀ k, 0 ≤ w k)
    (hcons : ∑ k, a k * w k = 0) (hact : ∃ k, a k * w k ≠ 0) (ω : ℝ) :
    merminDen a w ω τ ≠ 0 := by
  obtain ⟨m, hm⟩ := hact
  have hW : 0 < total w := Finset.sum_pos' (fun k _ => hw k)
    ⟨m, Finset.mem_univ m, (hw m).lt_of_ne' (right_ne_zero_of_mul hm)⟩
  have hτ' : (τ : ℂ) ≠ 0 := by exact_mod_cast hτ.ne'
  have hW' : (total w : ℂ) ≠ 0 := by exact_mod_cast hW.ne'
  have hk := fun k => detuning_ne_zero hτ ω (a k)
  -- conservation forbids all the weight from sitting at the energy ω
  have hex : ∃ k, 0 < w k ∧ a k ≠ ω := by
    by_contra hn
    have hall : ∀ k, a k * w k = ω * w k := by
      intro k
      by_cases h0 : w k = 0
      · simp [h0]
      · by_cases h1 : a k = ω
        · rw [h1]
        · exact absurd ⟨k, (hw k).lt_of_ne' h0, h1⟩ hn
    have h0 : ω * total w = 0 := by
      rw [total, Finset.mul_sum, ← hcons]
      exact Finset.sum_congr rfl fun k _ => (hall k).symm
    have hω : ω = 0 := (mul_eq_zero.1 h0).resolve_right hW.ne'
    exact hm (by rw [hall m, hω, zero_mul])
  have hpos : 0 < (∑ k, (w k : ℂ) * (a k - ω) / (a k - probe ω τ)).re := by
    have hre : ∀ k, ((w k : ℂ) * (a k - ω) / (a k - probe ω τ)).re
        = w k * (a k - ω) ^ 2 / normSq (a k - probe ω τ) := by
      intro k
      have h1 : ((a k : ℂ) - probe ω τ).re = a k - ω := by simp [probe]
      have h2 : (w k : ℂ) * (a k - ω) / (a k - probe ω τ)
          = ((w k * (a k - ω) : ℝ) : ℂ) * ((a k : ℂ) - probe ω τ)⁻¹ := by
        push_cast
        rw [div_eq_mul_inv]
      rw [h2, Complex.re_ofReal_mul, Complex.inv_re, h1]
      ring
    rw [Complex.re_sum, Finset.sum_congr rfl fun k _ => hre k]
    obtain ⟨k, h1, h2⟩ := hex
    refine Finset.sum_pos' (fun j _ => div_nonneg (mul_nonneg (hw j) (sq_nonneg _))
      (normSq_nonneg _)) ⟨k, Finset.mem_univ k, ?_⟩
    exact div_pos (mul_pos h1 (pow_pos_of_ne (sub_ne_zero.2 h2))) (normSq_pos.2 (hk k))
  have ht : (total w : ℂ) = ∑ k, (w k : ℂ) := by simp [total]
  have hP : ∑ k, (w k : ℂ) * (a k - ω) / (a k - probe ω τ)
      = total w + I / τ * ∑ k, (w k : ℂ) / (a k - probe ω τ) := by
    rw [ht, Finset.mul_sum, ← Finset.sum_add_distrib]
    refine Finset.sum_congr rfl fun k _ => ?_
    rw [div_eq_iff (hk k), add_mul, mul_assoc (I / (τ : ℂ)), div_mul_cancel₀ _ (hk k)]
    simp only [probe]
    ring
  intro hD
  rw [merminDen] at hD
  have hX := lindhard_eq a w hk
  have e : I * lindhard a w (probe ω τ) / (τ * total w) * total w
      = I * lindhard a w (probe ω τ) / τ := by field_simp
  have hz : probe ω τ = ω + I / τ := rfl
  have hz0 : probe ω τ ≠ 0 := by simpa using detuning_ne_zero hτ ω 0
  have hzero : probe ω τ * ∑ k, (w k : ℂ) * (a k - ω) / (a k - probe ω τ) = 0 := by
    linear_combination probe ω τ * hP + I / τ * hX + total w * hD + e + total w * hz
  rw [(mul_eq_zero.1 hzero).resolve_left hz0] at hpos
  simp at hpos
where
  pow_pos_of_ne {x : ℝ} (hx : x ≠ 0) : 0 < x ^ 2 := by positivity
```

The kinetic equation now has exactly one solution. Set N = zXU/D and define f_k by dividing the kinetic equation by a_k − z. Then

z Σ f_k = zXU + iN(W + X)/(τW) = N(D + i/τ + iX/(τW)) = zN,

so the amplitudes do sum to N; this is `hsum`. Conversely, `mermin_relation` forces any solution to have this N, and the kinetic equation then fixes each amplitude.

```lean
/-- For non-negative weights with `∑ a w = 0` and at least one active transition, the kinetic
equation has exactly one solution at every real frequency. -/
theorem existsUnique_response {a w : ι → ℝ} {τ : ℝ} (hτ : 0 < τ) (hw : ∀ k, 0 ≤ w k)
    (hcons : ∑ k, a k * w k = 0) (hact : ∃ k, a k * w k ≠ 0) (ω : ℝ) (U : ℂ) :
    ∃! f : ι → ℂ, IsRelaxed a w ω τ U f := by
  have hD := merminDen_ne_zero hτ hw hcons hact ω
  obtain ⟨m, hm⟩ := hact
  have hW : 0 < total w := Finset.sum_pos' (fun k _ => hw k)
    ⟨m, Finset.mem_univ m, (hw m).lt_of_ne' (right_ne_zero_of_mul hm)⟩
  have hτ' : (τ : ℂ) ≠ 0 := by exact_mod_cast hτ.ne'
  have hW' : (total w : ℂ) ≠ 0 := by exact_mod_cast hW.ne'
  have hk := fun k => detuning_ne_zero hτ ω (a k)
  have hz0 : probe ω τ ≠ 0 := by simpa using detuning_ne_zero hτ ω 0
  -- the density is fixed first, the amplitudes follow from it
  obtain ⟨N, hN⟩ : ∃ N : ℂ,
      N * merminDen a w ω τ = probe ω τ * lindhard a w (probe ω τ) * U :=
    ⟨_, div_mul_cancel₀ _ hD⟩
  have hsum : ∑ k, (-((a k : ℂ) * w k * U) - I * w k * N / (τ * total w))
      / (a k - probe ω τ) = N := by
    rw [induced_sum]
    apply mul_left_cancel₀ hz0
    have hX := lindhard_eq a w hk
    have e : I * N / (τ * total w) * total w = I * N / τ := by field_simp
    have hz : probe ω τ = ω + I / τ := rfl
    rw [merminDen] at hN
    linear_combination -hN - I * N / (τ * total w) * hX + e - N * hz
  refine ⟨fun k => (-((a k : ℂ) * w k * U) - I * w k * N / (τ * total w))
    / (a k - probe ω τ), ?_, ?_⟩
  · intro k
    rw [hsum]
    exact mul_div_cancel₀ _ (hk k)
  · intro g hg
    have hgN : ∑ k, g k = N :=
      mul_right_cancel₀ hD ((mermin_relation hτ hW.ne' hg).trans hN.symm)
    funext k
    have h := hg k
    rw [hgN] at h
    exact (eq_div_iff (hk k)).2 ((mul_comm _ _).trans h)
```

## ω ≠ 0 and a_k ≠ 0: the form with X(0)

If no transition energy is zero, X(0) = −W. Dividing the relation by ω ≠ 0 and using z/ω = 1 + i/(ωτ) gives

N = (1 + i/(ωτ)) X(z) U / [1 + (i/(ωτ)) X(z)/X(0)].

A transition with a_k = 0 and w_k > 0 would count in W but not in the Lean value of X(0), so the two would differ. In the proof, `h0` evaluates X(0), while `h1` and `h2` identify the two factors as z/ω and D/ω.

```lean
/-- Mermin's formula, for non-negative weights, not all zero, with `∑ a w = 0` and no transition of
zero energy: the density response at `ω ≠ 0` in terms of the Lindhard sums at `ω + i/τ` and at zero
frequency. -/
theorem mermin_formula {a w : ι → ℝ} {ω τ : ℝ} {U : ℂ} {f : ι → ℂ}
    (hτ : 0 < τ) (hω : ω ≠ 0) (hw : ∀ k, 0 ≤ w k) (hW : total w ≠ 0) (ha : ∀ k, a k ≠ 0)
    (hcons : ∑ k, a k * w k = 0) (h : IsRelaxed a w ω τ U f) :
    ∑ k, f k = (1 + I / (ω * τ)) * lindhard a w (probe ω τ) /
      (1 + I / (ω * τ) * (lindhard a w (probe ω τ) / lindhard a w 0)) * U := by
  obtain ⟨m, -, hm⟩ := Finset.exists_ne_zero_of_sum_ne_zero hW
  have hD := merminDen_ne_zero hτ hw hcons ⟨m, mul_ne_zero (ha m) hm⟩ ω
  have hω' : (ω : ℂ) ≠ 0 := by exact_mod_cast hω
  have hτ' : (τ : ℂ) ≠ 0 := by exact_mod_cast hτ.ne'
  have h0 : lindhard a w 0 = -(total w : ℂ) := by
    have := lindhard_eq a w (z := 0) fun k => by simpa using ha k
    simpa using this
  have e : I / ((ω : ℂ) * τ) * ω = I / τ := by field_simp
  have h1 : 1 + I / ((ω : ℂ) * τ) = probe ω τ / ω := by
    rw [eq_div_iff hω', probe]
    linear_combination e
  have h2 : 1 + I / ((ω : ℂ) * τ) * (lindhard a w (probe ω τ) / -(total w : ℂ))
      = merminDen a w ω τ / ω := by
    rw [eq_div_iff hω', merminDen]
    linear_combination lindhard a w (probe ω τ) / -(total w : ℂ) * e
  rw [h0, h2, h1, div_mul_eq_mul_div, eq_div_iff (div_ne_zero hD hω')]
  linear_combination mermin_relation hτ hW h / (ω : ℂ)
```

At ω = 0 the relation reads

−iXN/(τW) = iXU/τ.

Since D ≠ 0, X ≠ 0 as well, and

N = −WU

for every τ > 0. This theorem allows transitions of zero energy, provided one transition is active.

```lean
/-- For non-negative weights with `∑ a w = 0` and at least one active transition, the density
induced by a static potential is `-W U` for every relaxation time `τ > 0`. -/
theorem static_response {a w : ι → ℝ} {τ : ℝ} {U : ℂ} {f : ι → ℂ}
    (hτ : 0 < τ) (hw : ∀ k, 0 ≤ w k) (hcons : ∑ k, a k * w k = 0)
    (hact : ∃ k, a k * w k ≠ 0) (h : IsRelaxed a w 0 τ U f) :
    ∑ k, f k = -(total w : ℂ) * U := by
  have hD := merminDen_ne_zero hτ hw hcons hact 0
  obtain ⟨m, hm⟩ := hact
  have hW : 0 < total w := Finset.sum_pos' (fun k _ => hw k)
    ⟨m, Finset.mem_univ m, (hw m).lt_of_ne' (right_ne_zero_of_mul hm)⟩
  have hτ' : (τ : ℂ) ≠ 0 := by exact_mod_cast hτ.ne'
  have hW' : (total w : ℂ) ≠ 0 := by exact_mod_cast hW.ne'
  have e : I * lindhard a w (probe 0 τ) / (τ * total w) * total w
      = I * lindhard a w (probe 0 τ) / τ := by field_simp
  have hz : probe 0 τ = I / τ := by simp [probe]
  have hd : merminDen a w 0 τ = -(I * lindhard a w (probe 0 τ) / (τ * total w)) := by
    simp [merminDen]
  apply mul_right_cancel₀ hD
  rw [mermin_relation hτ hW.ne' h]
  linear_combination lindhard a w (probe 0 τ) * U * hz + total w * U * hd - U * e
```

## Two transitions in numbers

Let the energies be 1 and −1, the weights both 1, and ω = τ = U = 1. Then z = 1 + i, W = 2 and

X = −[1/(−i) + 1/(2 + i)] = −(2 + 4i)/5,

D = 1 − iX/2 = (3 + i)/5,

zXU = (2 − 6i)/5,

N = (2 − 6i)/(3 + i) = −2i.

The kinetic equation gives −i f = −2 for the first transition and (−2 − i) f = 0 for the second, so the amplitudes are −2i and 0. Continuity holds: both ωN and Σ a_k f_k equal −2i.

At ω = 0, the bare substitution gives X(i)U = −1, while the number-conserving result is −WU = −2.

The theorem checks the weight, conservation and the kinetic equation for the amplitudes at ω = 1, so the hypotheses are satisfied by an actual case.

```lean
/-- Two transitions of energies `1` and `-1` and unit weights, at `ω = τ = U = 1`, conserve
particles and solve the kinetic equation with amplitudes `-2i` and `0`. -/
theorem isRelaxed_witness :
    total ![1, 1] = 2 ∧ ∑ k, (![1, -1] : Fin 2 → ℝ) k * (![1, 1] : Fin 2 → ℝ) k = 0 ∧
      IsRelaxed ![1, -1] ![1, 1] 1 1 1 ![-2 * I, 0] := by
  have ht : total ![1, 1] = 2 := by norm_num [total, Fin.sum_univ_two]
  have hs : ∑ j, (![-2 * I, 0] : Fin 2 → ℂ) j = -2 * I := by simp [Fin.sum_univ_two]
  refine ⟨ht, by simp [Fin.sum_univ_two], ?_⟩
  unfold IsRelaxed
  rw [hs, ht, Fin.forall_fin_two]
  constructor
  · simp only [probe, Matrix.cons_val_zero, ofReal_one, ofReal_ofNat]
    linear_combination Complex.I_sq
  · simp only [probe, Matrix.cons_val_one, Matrix.cons_val_fin_one, ofReal_one, ofReal_neg,
      ofReal_ofNat]
    linear_combination -Complex.I_sq

end

end MerminResponse
```

```lean
#print axioms MerminResponse.continuity
#print axioms MerminResponse.existsUnique_response
#print axioms MerminResponse.mermin_formula
#print axioms MerminResponse.static_response
```

```
'MerminResponse.continuity' depends on axioms: [propext, Classical.choice, Quot.sound]
'MerminResponse.existsUnique_response' depends on axioms: [propext, Classical.choice, Quot.sound]
'MerminResponse.mermin_formula' depends on axioms: [propext, Classical.choice, Quot.sound]
'MerminResponse.static_response' depends on axioms: [propext, Classical.choice, Quot.sound]
```
